# The Laplace–Runge–Lenz vector of the Coulomb problem: orthogonality to L, square and commutators

For a particle of unit mass with Hamiltonian $H=p^2/2-k/r$, let $L=x\times p$ and $A=\tfrac12(p\times L-L\times p)-kx/r$. Then

$$A\cdot L=L\cdot A=0,\qquad A^2=2H(L^2+\hbar^2)+k^2,\qquad A\times A=-2i\hbar HL,$$

provided that $x$, $p$ and $u=1/r$ obey the algebraic relations listed below. In quantum mechanics these identities belong to the hidden symmetry of the hydrogen atom, treated here as one spinless, non-relativistic electron in a fixed Coulomb field. Conservation of $A$ is a separate statement, neither used nor established here.

## Operators and Coulomb relations

Observables are elements of a complex algebra `R`, whose product need not commute.

```lean
import Mathlib

open Complex (I)

namespace CoulombSymmetry

variable {R : Type*} [Ring R] [Algebra ℂ R]
```

A vector has three components, numbered 0, 1, 2 as in Lean. The order of factors matters in $a\cdot b=\sum_i a_ib_i$.

```lean
/-- The scalar product of two vectors of operators, with the factors kept in order. -/
def dot (a b : Fin 3 → R) : R := a 0 * b 0 + a 1 * b 1 + a 2 * b 2
```

With $\epsilon_{012}=1$ and repeated indices summed, $(a\times b)_i=\epsilon_{ijk}a_jb_k$. Thus $(A\times A)_2=[A_0,A_1]$, which textbooks write as $[A_1,A_2]$.

```lean
/-- The vector product of two vectors of operators, with the factors kept in order;
indices are counted modulo 3. -/
def cross (a b : Fin 3 → R) (i : Fin 3) : R :=
  a (i + 1) * b (i + 2) - a (i + 2) * b (i + 1)
```

The angular momentum is $L_i=\epsilon_{ijk}x_jp_k$.

```lean
/-- The orbital angular momentum `L = x × p`. -/
def angMom (x p : Fin 3 → R) : Fin 3 → R := cross x p
```

The Hamiltonian is $H=p^2/2-ku$, attractive for $k>0$ when $u=1/r$. For hydrogen, $k=e^2/(4\pi\varepsilon_0)$, with $e$ the elementary charge.

```lean
/-- The Coulomb Hamiltonian `H = p²/2 - k u`, where `u` stands for the inverse distance. -/
noncomputable def ham (p : Fin 3 → R) (u : R) (k : ℂ) : R := (1 / 2 : ℂ) • dot p p - k • u
```

The part of $A$ without the potential is $K=\tfrac12(p\times L-L\times p)$. Its name `kin` does not mean kinetic energy.

```lean
/-- The kinetic part `K = (p × L - L × p)/2` of the Laplace-Runge-Lenz vector. -/
noncomputable def kin (x p : Fin 3 → R) (i : Fin 3) : R :=
  (1 / 2 : ℂ) • (cross p (angMom x p) i - cross (angMom x p) p i)
```

The full vector is $A=K-kux$, not divided by $k$.

```lean
/-- The Laplace-Runge-Lenz vector `A = (p × L - L × p)/2 - k u x`. -/
noncomputable def lrl (x p : Fin 3 → R) (u : R) (k : ℂ) (i : Fin 3) : R :=
  kin x p i - k • (u * x i)
```

Besides the canonical relations, $u$ commutes with $x$ and satisfies

$$u^2x^2=1,\qquad [p_j,u]=i\hbar x_ju^3.$$

The first says that $u$ is an inverse distance. The second is the gradient of $1/r$, the source of the inverse-square force. Both survive $u\to-u$, so the sign of $u$ is not fixed. The numbers $\hbar$ and $k$ may be any complex numbers.

```lean
/-- Canonical position and momentum in three dimensions, together with an inverse distance `u`:
it commutes with position, `u² x² = 1` and `[p_j, u] = iħ x_j u³`. -/
structure Coulomb (ħ : ℂ) (x p : Fin 3 → R) (u : R) : Prop where
  xx : ∀ i j, x i * x j = x j * x i
  pp : ∀ i j, p i * p j = p j * p i
  xp : ∀ i j, x i * p j - p j * x i = if i = j then (I * ħ) • (1 : R) else 0
  ux : ∀ i, u * x i = x i * u
  uu : u ^ 2 * dot x x = 1
  pu : ∀ i, p i * u - u * p i = (I * ħ) • (x i * u ^ 3)
```

The relations hold for $p=-i\hbar\nabla$ and $u=1/r$ on smooth functions away from the origin. Passing from there to self-adjoint operators on a Hilbert space, with suitable domains, is a further step that the hypotheses do not supply.

## Normal ordering of K

Momenta move to the right by $p_ix_j=x_jp_i-i\hbar\delta_{ij}$. `reorder` states this rule, also inside longer products, together with the commutation of positions and of momenta.

```lean
-- Remark: the usual realisation is p = -iħ∇ and u = 1/|x| on smooth functions away from
-- the origin; it is not constructed in this file.

variable {ħ : ℂ} {x p : Fin 3 → R} {u : R}

/-- Rules for normal ordering: momenta move to the right of positions at the cost of `iħ`,
and positions, like momenta, commute among themselves. -/
theorem reorder (h : Coulomb ħ x p u) :
    (∀ i j, p i * x j = x j * p i - if j = i then (I * ħ) • (1 : R) else 0) ∧
    (∀ i j z, p i * (x j * z) = x j * (p i * z) - if j = i then (I * ħ) • z else 0) ∧
    (∀ i j, x i * x j = x j * x i) ∧ (∀ i j z, x i * (x j * z) = x j * (x i * z)) ∧
    (∀ i j, p i * p j = p j * p i) ∧ (∀ i j z, p i * (p j * z) = p j * (p i * z)) := by
  have e : ∀ i j, p i * x j = x j * p i - if j = i then (I * ħ) • (1 : R) else 0 := by
    intro i j
    rw [← h.xp j i]
    abel
  refine ⟨e, fun i j z => ?_, h.xx, fun i j z => ?_, h.pp, fun i j z => ?_⟩
  · rw [← mul_assoc, e, sub_mul, mul_assoc]
    split_ifs <;> simp
  · rw [← mul_assoc, h.xx i j, mul_assoc]
  · rw [← mul_assoc, h.pp i j, mul_assoc]
```

Write $D=x\cdot p$. Then

$$(p\times L)_i=p_jx_ip_j-p_jx_jp_i=x_ip^2-Dp_i+2i\hbar p_i,$$
$$(L\times p)_i=Dp_i-x_ip^2.$$

Half the difference is $K_i=x_ip^2-(D-i\hbar)p_i$. Lean checks each component: `simp only` orders the products and `module` compares coefficients.

```lean
/-- The kinetic part in ordered form: `K = x p² - (x·p - iħ) p`. -/
theorem kin_eq (h : Coulomb ħ x p u) (i : Fin 3) :
    kin x p i = x i * dot p p - (dot x p - (I * ħ) • (1 : R)) * p i := by
  rcases (by decide : ∀ i : Fin 3, i = 0 ∨ i = 1 ∨ i = 2) i with rfl | rfl | rfl <;>
  simp only [kin, angMom, cross, dot, Fin.reduceAdd, Fin.reduceEq, reduceIte, reorder h,
    mul_add, add_mul, mul_sub, sub_mul, mul_assoc, smul_mul_assoc, one_mul, sub_zero] <;> module
```

The ordering rule gives $p^2x_i=x_ip^2-2i\hbar p_i$, $x_iD=(D+i\hbar)x_i$ and $L^2=x^2p^2-D^2+i\hbar D$. Hence

$$x\cdot K=x^2p^2-D^2=L^2-i\hbar D,$$
$$K\cdot x=x^2p^2-2i\hbar D-(D-i\hbar)(D-3i\hbar)=L^2+i\hbar D+3\hbar^2,$$
$$K\cdot p=Dp^2-(D-i\hbar)p^2=i\hbar p^2.$$

Antisymmetry gives $x\cdot L=L\cdot x=p\cdot L=L\cdot p=0$. Since $L$ commutes with $p^2$ and $D$, also $K\cdot L=L\cdot K=0$. In Lean, `kin_dot` collects the scalar products with $K$ and those of $x$ with $L$, each proved by the same ordering; $p\cdot L=L\cdot p=0$ is used only in the derivation above.

```lean
/-- Scalar products of `K` with position, momentum and angular momentum, and the
orthogonality of `x` and `L` in both orders. -/
theorem kin_dot (h : Coulomb ħ x p u) :
    dot (kin x p) x = dot (angMom x p) (angMom x p) + (I * ħ) • dot x p
      - (3 * (I * ħ) ^ 2) • (1 : R) ∧
    dot x (kin x p) = dot (angMom x p) (angMom x p) - (I * ħ) • dot x p ∧
    dot (kin x p) p = (I * ħ) • dot p p ∧
    dot (kin x p) (angMom x p) = 0 ∧ dot (angMom x p) (kin x p) = 0 ∧
    dot x (angMom x p) = 0 ∧ dot (angMom x p) x = 0 := by
  refine ⟨?_, ?_, ?_, ?_, ?_, ?_, ?_⟩ <;>
  simp only [kin_eq h, angMom, cross, dot, Fin.reduceAdd, Fin.reduceEq, reduceIte, reorder h,
    mul_add, add_mul, mul_sub, sub_mul, mul_assoc, smul_mul_assoc, mul_smul_comm, mul_one,
    one_mul, sub_zero] <;> module
```

For the vector products,

$$K\times x=-2i\hbar L+(D-i\hbar)L=(D-3i\hbar)L,$$
$$x\times K=-DL,\qquad K\times p=Lp^2.$$

Moreover $[D,x_i]=-i\hbar x_i$ and $[D,p_i]=i\hbar p_i$, so both terms of $K$ scale like one momentum: $[D,K_i]=i\hbar K_i$. Therefore $K_i(D-i\hbar)=(D-2i\hbar)K_i$.

```lean
/-- Vector products of `K` with position and momentum, the rotational invariance of `p²`,
and the behaviour of `K` under the dilation generator `x·p`. -/
theorem kin_cross (h : Coulomb ħ x p u) (i : Fin 3) :
    cross (kin x p) x i = (dot x p - (3 * I * ħ) • (1 : R)) * angMom x p i ∧
    cross x (kin x p) i = -(dot x p * angMom x p i) ∧
    cross (kin x p) p i = angMom x p i * dot p p ∧
    angMom x p i * dot p p = dot p p * angMom x p i ∧
    kin x p i * (dot x p - (I * ħ) • (1 : R)) =
      (dot x p - (2 * I * ħ) • (1 : R)) * kin x p i := by
  rcases (by decide : ∀ i : Fin 3, i = 0 ∨ i = 1 ∨ i = 2) i with rfl | rfl | rfl <;>
  refine ⟨?_, ?_, ?_, ?_, ?_⟩ <;>
  simp only [kin_eq h, angMom, cross, dot, Fin.reduceAdd, Fin.reduceEq, reduceIte, reorder h,
    mul_add, add_mul, mul_sub, sub_mul, mul_assoc, smul_mul_assoc, mul_smul_comm, mul_one,
    one_mul, sub_zero] <;> module
```

Inserting the ordered form of the second factor gives

$$K_jK_k=K_jx_kp^2-(D-2i\hbar)K_jp_k,$$

which is `m` in the proof. Contracting the indices yields

$$K^2=(L^2+i\hbar D+3\hbar^2)p^2-i\hbar(D-2i\hbar)p^2=p^2(L^2+\hbar^2),$$
$$K\times K=(D-3i\hbar)Lp^2-(D-2i\hbar)Lp^2=-i\hbar p^2L.$$

```lean
/-- The products of `K` with itself: `K² = p² (L² - (iħ)²)` and `K × K = -iħ p² L`. -/
theorem kin_products (h : Coulomb ħ x p u) :
    dot (kin x p) (kin x p) =
      dot p p * (dot (angMom x p) (angMom x p) - ((I * ħ) ^ 2) • (1 : R)) ∧
    ∀ i, cross (kin x p) (kin x p) i = -((I * ħ) • (dot p p * angMom x p i)) := by
  -- insert the ordered form of the second factor and move the dilation generator left
  have m : ∀ j k, kin x p j * kin x p k = kin x p j * x k * dot p p
      - (dot x p - (2 * I * ħ) • (1 : R)) * (kin x p j * p k) := by
    intro j k
    calc kin x p j * kin x p k
        = kin x p j * (x k * dot p p - (dot x p - (I * ħ) • (1 : R)) * p k) := by
          rw [← kin_eq h k]
      _ = _ := by
          rw [mul_sub]
          simp only [← mul_assoc]
          rw [(kin_cross h j).2.2.2.2]
  have hc : ∀ i, Commute (angMom x p i) (dot p p) := fun i => (kin_cross h i).2.2.2.1
  have hLL : dot (angMom x p) (angMom x p) * dot p p
      = dot p p * dot (angMom x p) (angMom x p) :=
    ((((hc 0).mul_left (hc 0)).add_left ((hc 1).mul_left (hc 1))).add_left
      ((hc 2).mul_left (hc 2))).eq
  constructor
  · have e : dot (kin x p) (kin x p) = dot (kin x p) x * dot p p
        - (dot x p - (2 * I * ħ) • (1 : R)) * dot (kin x p) p := by
      simp only [dot, m, mul_add, add_mul]
      abel
    rw [e, (kin_dot h).1, (kin_dot h).2.2.1]
    simp only [sub_mul, add_mul, mul_sub, smul_mul_assoc, mul_smul_comm, mul_one, one_mul, hLL]
    module
  · intro i
    have e : cross (kin x p) (kin x p) i = cross (kin x p) x i * dot p p
        - (dot x p - (2 * I * ħ) • (1 : R)) * cross (kin x p) p i := by
      simp only [cross, m, mul_sub, sub_mul]
      abel
    rw [e, (kin_cross h i).1, (kin_cross h i).2.2.1]
    simp only [sub_mul, mul_assoc, smul_mul_assoc, one_mul, (hc i).eq]
    module
```

## Adding the Coulomb term

The inverse distance is rotationally invariant and has a definite scaling:

$$[L_i,u]=i\hbar\,\epsilon_{ijk}x_jx_ku^3=0,\qquad [D,u]=i\hbar x^2u^3=i\hbar u.$$

The last equality uses $u^2x^2=1$, through `h3`.

```lean
/-- The inverse distance is invariant under rotations, `[L, u] = 0`, and scales under
dilations, `[x·p, u] = iħ u`. -/
theorem inverse_distance (h : Coulomb ħ x p u) :
    (∀ i, angMom x p i * u = u * angMom x p i) ∧
    dot x p * u = u * dot x p + (I * ħ) • u := by
  have hp : ∀ i, p i * u = u * p i + (I * ħ) • (x i * u ^ 3) := by
    intro i
    rw [← h.pu i]
    abel
  have hx : ∀ i z, x i * (u * z) = u * (x i * z) := by
    intro i z
    rw [← mul_assoc, ← h.ux i, mul_assoc]
  have hc : ∀ i, Commute u (x i) := h.ux
  have hr : Commute u (dot x x) :=
    (((hc 0).mul_right (hc 0)).add_right ((hc 1).mul_right (hc 1))).add_right
      ((hc 2).mul_right (hc 2))
  -- here u² x² = 1 enters
  have h3 : dot x x * u ^ 3 = u := by
    rw [← (hr.pow_left 3).eq, show u ^ 3 = u * u ^ 2 from pow_succ' u 2, mul_assoc, h.uu,
      mul_one]
  constructor
  · intro i
    simp only [angMom, cross, sub_mul, mul_sub, mul_assoc, hp, mul_add, mul_smul_comm, hx,
      (reorder h).2.2.2.1 (i + 2) (i + 1)]
    module
  · have e : dot x p * u = u * dot x p + (I * ħ) • (dot x x * u ^ 3) := by
      simp only [dot, add_mul, mul_add, mul_assoc, hp, mul_smul_comm, hx]
      module
    rw [e, h3]
```

Orthogonality follows by expanding $A$:

$$A\cdot L=K\cdot L-ku\,x\cdot L=0,\qquad L\cdot A=L\cdot K-ku\,L\cdot x=0.$$

In the second identity $u$ is moved to the left of $L_i$ by $[L_i,u]=0$, which the proof records as `hL`.

```lean
/-- The Laplace-Runge-Lenz vector is orthogonal to the angular momentum, in both orders:
`A·L = 0` and `L·A = 0`. -/
theorem lrl_orthogonal (h : Coulomb ħ x p u) (k : ℂ) :
    dot (lrl x p u k) (angMom x p) = 0 ∧ dot (angMom x p) (lrl x p u k) = 0 := by
  obtain ⟨-, -, -, h1, h2, h3, h4⟩ := kin_dot h
  have hL : ∀ i z, angMom x p i * (u * z) = u * (angMom x p i * z) := by
    intro i z
    rw [← mul_assoc, (inverse_distance h).1 i, mul_assoc]
  constructor
  · have e : dot (lrl x p u k) (angMom x p)
        = dot (kin x p) (angMom x p) - k • (u * dot x (angMom x p)) := by
      simp only [dot, lrl, sub_mul, smul_mul_assoc, mul_add, mul_assoc]
      module
    rw [e, h1, h3, mul_zero, smul_zero, sub_zero]
  · have e : dot (angMom x p) (lrl x p u k)
        = dot (angMom x p) (kin x p) - k • (u * dot (angMom x p) x) := by
      simp only [dot, lrl, mul_sub, mul_smul_comm, mul_add, hL]
      module
    rw [e, h2, h4, mul_zero, smul_zero, sub_zero]
```

For the square,

$$A^2=K^2-k\bigl(K\cdot x\,u+u\,x\cdot K\bigr)+k^2u^2x^2.$$

Moving $u$ to the left turns $K\cdot x\,u$ into $u(L^2+i\hbar D+2\hbar^2)$, so the bracket is $2u(L^2+\hbar^2)$. Hence

$$A^2=(p^2-2ku)(L^2+\hbar^2)+k^2=2H(L^2+\hbar^2)+k^2.$$

In Lean, `e` is the expansion; the earlier identities are then substituted.

```lean
/-- The square of the Laplace-Runge-Lenz vector: `A² = 2H(L² + ħ²) + k²`. -/
theorem lrl_sq (h : Coulomb ħ x p u) (k : ℂ) :
    dot (lrl x p u k) (lrl x p u k) =
      (2 : ℂ) • (ham p u k * (dot (angMom x p) (angMom x p) + (ħ ^ 2) • (1 : R)))
        + (k ^ 2) • (1 : R) := by
  have hx : ∀ i z, x i * (u * z) = u * (x i * z) := by
    intro i z
    rw [← mul_assoc, ← h.ux i, mul_assoc]
  have hx' : ∀ i, x i * u = u * x i := fun i => (h.ux i).symm
  have hc : ∀ i, Commute (angMom x p i) u := (inverse_distance h).1
  have hLL : dot (angMom x p) (angMom x p) * u = u * dot (angMom x p) (angMom x p) :=
    ((((hc 0).mul_left (hc 0)).add_left ((hc 1).mul_left (hc 1))).add_left
      ((hc 2).mul_left (hc 2))).eq
  have huu : u * (u * dot x x) = 1 := by rw [← mul_assoc, ← sq, h.uu]
  have hI : ħ ^ 2 = -(I * ħ) ^ 2 := by
    rw [mul_pow, Complex.I_sq]
    ring
  -- separate the kinetic, mixed and potential contributions
  have e : dot (lrl x p u k) (lrl x p u k) = dot (kin x p) (kin x p)
      - k • (dot (kin x p) x * u + u * dot x (kin x p)) + (k ^ 2) • (u * (u * dot x x)) := by
    simp only [dot, lrl, sub_mul, mul_sub, add_mul, mul_add, smul_mul_assoc, mul_smul_comm,
      mul_assoc, hx, hx']
    module
  rw [e, (kin_products h).1, (kin_dot h).1, (kin_dot h).2.1, huu, hI]
  simp only [ham, sub_mul, add_mul, mul_sub, mul_add, smul_mul_assoc, mul_smul_comm, mul_one,
    one_mul, hLL, (inverse_distance h).2]
  module
```

In the vector product the terms in $k^2$ cancel:

$$A\times A=K\times K-k\bigl((K\times x)u+u(x\times K)\bigr).$$

Here $(K\times x)u=u(D-2i\hbar)L$, so the bracket equals $-2i\hbar uL$ and

$$A\times A=-i\hbar p^2L+2i\hbar kuL=-2i\hbar HL.$$

The proof again expands first and then uses the scaling of $u$, in the form `hD`.

```lean
/-- The commutators of the Laplace-Runge-Lenz vector: `A × A = -2iħ H L`, that is
`[A₁, A₂] = -2iħ H L₃` and its cyclic permutations. -/
theorem lrl_cross (h : Coulomb ħ x p u) (k : ℂ) (i : Fin 3) :
    cross (lrl x p u k) (lrl x p u k) i = -((2 * I * ħ) • (ham p u k * angMom x p i)) := by
  have hx : ∀ i z, x i * (u * z) = u * (x i * z) := by
    intro i z
    rw [← mul_assoc, ← h.ux i, mul_assoc]
  have hx' : ∀ i, x i * u = u * x i := fun i => (h.ux i).symm
  have hD : ∀ z, dot x p * (u * z) = u * (dot x p * z) + (I * ħ) • (u * z) := by
    intro z
    rw [← mul_assoc, (inverse_distance h).2, add_mul, mul_assoc, smul_mul_assoc]
  -- the potential terms commute among themselves and drop out
  have e : cross (lrl x p u k) (lrl x p u k) i = cross (kin x p) (kin x p) i
      - k • (cross (kin x p) x i * u + u * cross x (kin x p) i) := by
    simp only [cross, lrl, sub_mul, mul_sub, smul_mul_assoc, mul_smul_comm, mul_assoc, hx, hx',
      h.xx (i + 2) (i + 1)]
    module
  rw [e, (kin_products h).2 i, (kin_cross h i).1, (kin_cross h i).2.1]
  simp only [ham, sub_mul, mul_assoc, smul_mul_assoc, one_mul, mul_neg,
    (inverse_distance h).1 i, hD]
  module
```

At $\hbar=0$ all the operators in these relations commute, and the square becomes $A^2=2HL^2+k^2$. This is the classical Kepler relation, in which $|A|/k$ is the eccentricity of the orbit for $k>0$.

## The hydrogen ground-state energy

Let a nonzero state $\psi$ satisfy $L_i\psi=0$, $A_i\psi=0$ and $H\psi=E\psi$. Applying the formula for $A^2$ gives

$$0=A^2\psi=(2\hbar^2E+k^2)\psi,$$

so $2\hbar^2E=-k^2$. For $\hbar\neq0$ this is $E=-k^2/(2\hbar^2)$, or $-1/2$ in atomic units with $k=1$.

In Lean, `V` is a space on which the algebra acts, with no inner product, and `•` denotes the action. The existence of $\psi$ is assumed. In the usual realisation $e^{-kr/\hbar^2}$ satisfies the conditions. For $k>0$ it decays and is the hydrogen ground state, though it is not proved here that no bound state lies lower. For $k<0$ it grows; the algebra alone does not distinguish a bound state from a growing solution.

```lean
/-- A nonzero state of energy `E` that is annihilated by all components of `L` and of `A`
has `2ħ²E = -k²`. -/
theorem energy_of_annihilated {V : Type*} [AddCommGroup V] [Module ℂ V] [Module R V]
    [IsScalarTower ℂ R V] (h : Coulomb ħ x p u) (k E : ℂ) (ψ : V) (hψ : ψ ≠ 0)
    (hL : ∀ i, angMom x p i • ψ = 0) (hA : ∀ i, lrl x p u k i • ψ = 0)
    (hH : ham p u k • ψ = E • ψ) : 2 * ħ ^ 2 * E = -k ^ 2 := by
  have hLL : dot (angMom x p) (angMom x p) • ψ = 0 := by
    simp only [dot, add_smul, mul_smul, hL, smul_zero, add_zero]
  have hAA : dot (lrl x p u k) (lrl x p u k) • ψ = 0 := by
    simp only [dot, add_smul, mul_smul, hA, smul_zero, add_zero]
  -- apply the formula for A² to the state
  have e : dot (lrl x p u k) (lrl x p u k) • ψ = (2 * ħ ^ 2 * E + k ^ 2) • ψ := by
    simp only [lrl_sq h k, add_smul, smul_assoc, mul_smul, hLL, zero_add, one_smul,
      smul_comm (ham p u k) (ħ ^ 2) ψ, hH]
  rw [hAA] at e
  have e' := (smul_eq_zero.mp e.symm).resolve_right hψ
  linear_combination e'

end CoulombSymmetry
```

The same argument applies when $L^2\psi=\lambda\psi$ and $A^2\psi=\alpha\psi$ replace the annihilation conditions: it gives $\alpha=2E(\lambda+\hbar^2)+k^2$. This variant is derived here in prose only.

```lean
#print axioms CoulombSymmetry.lrl_orthogonal
#print axioms CoulombSymmetry.lrl_cross
#print axioms CoulombSymmetry.energy_of_annihilated
```

```
'CoulombSymmetry.lrl_orthogonal' depends on axioms: [propext, Classical.choice, Quot.sound]
'CoulombSymmetry.lrl_cross' depends on axioms: [propext, Classical.choice, Quot.sound]
'CoulombSymmetry.energy_of_annihilated' depends on axioms: [propext, Classical.choice, Quot.sound]
```
